# In a two-level master equation with loss from the upper level, the ratio of slow to fast decay constant peaks when the collision rate equals the loss rate

To extract a pressure-dependent rate constant from a master equation for irreversible reaction out of a single well, I take the smallest decay constant and discard the faster ones as relaxation. That is safe only if the smallest is well separated from the next. I would have guessed that the trouble lies at low pressure, where collisions are rare and relaxation should be slow. Is that right in the simplest model, with two levels and loss from the upper one?

## Why low pressure is not the worst case with two levels

Not in this model. At low pressure the slow decay constant falls with the collision rate, while the fast one stays above the loss rate. The ratio is largest in the middle of the fall-off.

Let p₀ and p₁ be the populations of the lower and upper level. Collisions carry population up at rate wf and down at rate w(1−f), and the upper level is lost at rate k:

dp₀/dt = −wf p₀ + w(1−f) p₁
dp₁/dt = wf p₀ − (w(1−f) + k) p₁

Here w, k > 0 and 0 < f < 1. Without loss, collisions would settle a fraction f of the population in the upper level. At fixed temperature, w plays the part of pressure.

For a mode that decays as exp(−lt), the left sides are −l p₀ and −l p₁. The first equation gives w(1−f) p₁ = (wf − l) p₀. Hence p₀ ≠ 0, since otherwise both populations would vanish, and we may scale to p₀ = w(1−f), p₁ = wf − l. The second equation then becomes

l² − (w+k) l + wfk = 0.

Its discriminant is

(w+k)² − 4fwk = (w−k)² + 4(1−f)wk > 0,

so there are two real roots l₁ < l₂, with

l₁ + l₂ = w + k, l₁l₂ = wfk.

Both the sum and the product are positive, so 0 < l₁.

The discriminant exceeds (w−k)², so l₂ exceeds both w and k. Dividing the product by l₂ gives l₁ < kf and l₁ < wf. Also l₁(l₁ + l₂) > l₁l₂, so

fwk/(w+k) < l₁ < min(wf, kf).

These bounds squeeze l₁ onto wf for small w and onto kf for large w. The two lines cross at w = k, which is the sense of "mid fall-off" here.

Now compare two collision rates. Let a < b be the roots at w, and c < d those at v. Expanding both sides shows that

(cb − ad)(bd − ac) = cd(a+b)² − ab(c+d)².

Inserting the sums and products turns the right side into

fk[v(w+k)² − w(v+k)²] = fk(v−w)(k² − wv).

Since bd > ac, the ratio a/b is smaller than c/d exactly when (v−w)(k² − wv) > 0. If w < v ≤ k, then wv < k² and the ratio rises. If k ≤ w < v, then wv > k² and it falls. The maximum is therefore at w = k alone. There the roots are k(1 ∓ √(1−f)), so for every w

l₁/l₂ ≤ (1 − √(1−f)) / (1 + √(1−f)),

with equality only at w = k. For f = 0.36 the largest ratio is 1/9. For small f it is close to f/4, so the two constants are then well separated at every collision rate.

Here is the argument in Lean.

```lean
import Mathlib

open Matrix

namespace TwoLevelFallOff

noncomputable section

/-- Rate matrix of the master equation `dp/dt = J p` for a lower level `0` and an upper level `1`:
upward rate `w f`, downward rate `w (1 - f)`, and loss `k` from the upper level. -/
def rateMatrix (w f k : ℝ) : Matrix (Fin 2) (Fin 2) ℝ :=
  !![-(w * f), w * (1 - f); w * f, -(w * (1 - f) + k)]

/-- `l` is a decay constant if some nonzero population vector `p` satisfies `J p = -l p`. -/
def IsDecayConstant (w f k l : ℝ) : Prop :=
  ∃ p : Fin 2 → ℝ, p ≠ 0 ∧ rateMatrix w f k *ᵥ p = (-l) • p

/-- The smaller root of the quadratic `l² - (w + k) l + w f k`, for a nonnegative discriminant. -/
def slow (w f k : ℝ) : ℝ := (w + k - √((w + k) ^ 2 - 4 * f * w * k)) / 2

/-- The larger root of the quadratic `l² - (w + k) l + w f k`, for a nonnegative discriminant. -/
def fast (w f k : ℝ) : ℝ := (w + k + √((w + k) ^ 2 - 4 * f * w * k)) / 2

/-- The ratio of the slow to the fast root, meant for `w, k > 0` and `0 < f < 1`,
where the fast root is positive. -/
def ratio (w f k : ℝ) : ℝ := slow w f k / fast w f k

variable {w v f k : ℝ}

/-- The right-hand side `J p` of the master equation, written out level by level. -/
theorem rateMatrix_mulVec (w f k : ℝ) (p : Fin 2 → ℝ) :
    rateMatrix w f k *ᵥ p =
      ![-(w * f) * p 0 + w * (1 - f) * p 1, w * f * p 0 + -(w * (1 - f) + k) * p 1] := by
  ext i
  fin_cases i <;> simp [rateMatrix, Matrix.mulVec, dotProduct, Fin.sum_univ_two]

/-- For `w, k > 0` and `0 < f < 1` the two roots add up to `w + k`, multiply to `w f k`,
and satisfy `0 < slow < fast`. -/
theorem roots_spec (hw : 0 < w) (hk : 0 < k) (hf0 : 0 < f) (hf1 : f < 1) :
    slow w f k + fast w f k = w + k ∧ slow w f k * fast w f k = w * f * k ∧
      0 < slow w f k ∧ slow w f k < fast w f k := by
  -- the discriminant is a square plus a positive term
  have hD : 0 < (w + k) ^ 2 - 4 * f * w * k := by
    have h1 : 0 < (1 - f) * (w * k) := mul_pos (by linarith) (mul_pos hw hk)
    nlinarith [sq_nonneg (w - k)]
  have hs := Real.sqrt_pos.2 hD
  have hsq := Real.sq_sqrt hD.le
  have hprod : slow w f k * fast w f k = w * f * k := by
    unfold slow fast
    linear_combination (-1 / 4) * hsq
  have hfast : 0 < fast w f k := by
    unfold fast
    linarith
  refine ⟨by unfold slow fast; ring, hprod, ?_, by unfold slow fast; linarith⟩
  have h : 0 < slow w f k * fast w f k := by
    rw [hprod]
    positivity
  exact (mul_pos_iff_of_pos_right hfast).1 h

/-- For `w, k > 0` and `0 < f < 1` the decay constants of the master equation are exactly
the slow and the fast root. -/
theorem isDecayConstant_iff (hw : 0 < w) (hk : 0 < k) (hf0 : 0 < f) (hf1 : f < 1) (l : ℝ) :
    IsDecayConstant w f k l ↔ l = slow w f k ∨ l = fast w f k := by
  obtain ⟨hsum, hprod, -, -⟩ := roots_spec hw hk hf0 hf1
  constructor
  · rintro ⟨p, hp, h⟩
    rw [rateMatrix_mulVec] at h
    have h0 : -(w * f) * p 0 + w * (1 - f) * p 1 = -l * p 0 := congrFun h 0
    have h1 : w * f * p 0 + -(w * (1 - f) + k) * p 1 = -l * p 1 := congrFun h 1
    -- eliminating either population leaves the characteristic polynomial
    have e0 : (l ^ 2 - (w + k) * l + w * f * k) * p 0 = 0 := by
      linear_combination (l - (w * (1 - f) + k)) * h0 - w * (1 - f) * h1
    have e1 : (l ^ 2 - (w + k) * l + w * f * k) * p 1 = 0 := by
      linear_combination (l - w * f) * h1 - w * f * h0
    have hc : l ^ 2 - (w + k) * l + w * f * k = 0 := by
      by_contra hc
      exact hp (funext (Fin.forall_fin_two.2
        ⟨(mul_eq_zero.1 e0).resolve_left hc, (mul_eq_zero.1 e1).resolve_left hc⟩))
    have hfac : (l - slow w f k) * (l - fast w f k) = 0 := by
      linear_combination hc - l * hsum + hprod
    exact (mul_eq_zero.1 hfac).imp sub_eq_zero.1 sub_eq_zero.1
  · intro h
    have hfac : (l - slow w f k) * (l - fast w f k) = 0 :=
      mul_eq_zero.2 (h.imp sub_eq_zero.2 sub_eq_zero.2)
    have hc : l ^ 2 - (w + k) * l + w * f * k = 0 := by
      linear_combination hfac + l * hsum - hprod
    -- an explicit eigenvector
    refine ⟨![w * (1 - f), w * f - l], ?_, ?_⟩
    · intro h
      have h0 : w * (1 - f) = 0 := congrFun h 0
      exact (mul_pos hw (by linarith)).ne' h0
    · rw [rateMatrix_mulVec]
      ext i
      fin_cases i
      · show -(w * f) * (w * (1 - f)) + w * (1 - f) * (w * f - l) = -l * (w * (1 - f))
        ring
      · show w * f * (w * (1 - f)) + -(w * (1 - f) + k) * (w * f - l) = -l * (w * f - l)
        linear_combination (-1) * hc

/-- For `w, k > 0` and `0 < f < 1` the slow decay constant lies below both `w f` and `k f`, and
above `f w k / (w + k)`. -/
theorem slow_bounds (hw : 0 < w) (hk : 0 < k) (hf0 : 0 < f) (hf1 : f < 1) :
    f * w * k / (w + k) < slow w f k ∧ slow w f k < w * f ∧ slow w f k < k * f := by
  obtain ⟨hsum, hprod, hpos, -⟩ := roots_spec hw hk hf0 hf1
  -- the fast constant exceeds both `w` and `k`
  have hD : (w - k) ^ 2 < (w + k) ^ 2 - 4 * f * w * k := by
    have h1 : 0 < (1 - f) * (w * k) := mul_pos (by linarith) (mul_pos hw hk)
    nlinarith
  have habs : |w - k| < √((w + k) ^ 2 - 4 * f * w * k) :=
    (Real.lt_sqrt (abs_nonneg (w - k))).2 (by rw [sq_abs]; exact hD)
  obtain ⟨h1, h2⟩ := abs_lt.1 habs
  have hfw : w < fast w f k := by
    unfold fast
    linarith
  have hfk : k < fast w f k := by
    unfold fast
    linarith
  have a1 := mul_lt_mul_of_pos_left hfw hpos
  have a2 := mul_lt_mul_of_pos_left hfk hpos
  refine ⟨?_, ?_, ?_⟩
  · rw [div_lt_iff₀ (by linarith), ← hsum]
    nlinarith [mul_pos hpos hpos]
  · exact lt_of_mul_lt_mul_right (by linarith : slow w f k * k < w * f * k) hk.le
  · exact lt_of_mul_lt_mul_right (by linarith : slow w f k * w < k * f * w) hw.le

/-- For `w, v, k > 0` and `0 < f < 1`, the ratio of decay constants is smaller at collision
rate `w` than at `v` exactly when `(v - w) (k² - w v)` is positive. -/
theorem ratio_lt_iff (hw : 0 < w) (hv : 0 < v) (hk : 0 < k) (hf0 : 0 < f) (hf1 : f < 1) :
    ratio w f k < ratio v f k ↔ 0 < (v - w) * (k ^ 2 - w * v) := by
  obtain ⟨s1, p1, a0, ab⟩ := roots_spec hw hk hf0 hf1
  obtain ⟨s2, p2, c0, cd⟩ := roots_spec hv hk hf0 hf1
  unfold ratio
  generalize slow w f k = a at *
  generalize fast w f k = b at *
  generalize slow v f k = c at *
  generalize fast v f k = d at *
  have hb : 0 < b := a0.trans ab
  have hd : 0 < d := c0.trans cd
  have hY : 0 < b * d - a * c := by
    nlinarith [mul_pos (sub_pos.2 ab) hd, mul_pos a0 (sub_pos.2 cd)]
  -- sums and products of the roots give an exact factorisation
  have key : (c * b - a * d) * (b * d - a * c) = f * k * ((v - w) * (k ^ 2 - w * v)) := by
    calc (c * b - a * d) * (b * d - a * c)
        = c * d * (a + b) ^ 2 - a * b * (c + d) ^ 2 := by ring
      _ = f * k * ((v - w) * (k ^ 2 - w * v)) := by
        rw [s1, s2, p1, p2]
        ring
  rw [div_lt_div_iff₀ hb hd, ← sub_pos, ← mul_pos_iff_of_pos_right hY, key,
    mul_pos_iff_of_pos_left (mul_pos hf0 hk)]

/-- For `k > 0` and `0 < f < 1`, the ratio of decay constants rises strictly with the collision rate
`w` on `0 < w ≤ k` and falls strictly on `w ≥ k`. -/
theorem ratio_rises_then_falls (hk : 0 < k) (hf0 : 0 < f) (hf1 : f < 1) :
    StrictMonoOn (fun w => ratio w f k) (Set.Ioc 0 k) ∧
      StrictAntiOn (fun w => ratio w f k) (Set.Ici k) := by
  constructor
  · rintro w ⟨hw, -⟩ v ⟨hv, hvk⟩ hwv
    refine (ratio_lt_iff hw hv hk hf0 hf1).2 (mul_pos (sub_pos.2 hwv) ?_)
    nlinarith [mul_nonneg hk.le (sub_nonneg.2 hvk), mul_pos hv (sub_pos.2 (hwv.trans_le hvk))]
  · intro w hw v hv hwv
    have hw' : k ≤ w := hw
    have hw0 : 0 < w := hk.trans_le hw'
    refine (ratio_lt_iff (hw0.trans hwv) hw0 hk hf0 hf1).2
      (mul_pos_of_neg_of_neg (sub_neg.2 hwv) ?_)
    nlinarith [mul_pos hw0 (sub_pos.2 (hw'.trans_lt hwv)), mul_nonneg hk.le (sub_nonneg.2 hw')]

/-- Timescale separation is worst at `w = k`: for `w, k > 0` and `0 < f < 1`, every collision
rate `w` other than `k` gives a strictly smaller ratio of slow to fast decay constant. -/
theorem separation_worst_at_mid_falloff (hw : 0 < w) (hk : 0 < k) (hf0 : 0 < f) (hf1 : f < 1)
    (hne : w ≠ k) : ratio w f k < ratio k f k := by
  rw [ratio_lt_iff hw hk hk hf0 hf1]
  have h : 0 < k * (k - w) ^ 2 :=
    mul_pos hk ((sq_nonneg (k - w)).lt_of_ne' (pow_ne_zero 2 (sub_ne_zero.2 hne.symm)))
  linarith [show (k - w) * (k ^ 2 - w * k) = k * (k - w) ^ 2 by ring]

/-- For `w, k > 0` and `0 < f < 1` the ratio of decay constants is at most
`(1 - √(1 - f)) / (1 + √(1 - f))`, with equality exactly at `w = k`. -/
theorem ratio_le_sharp (hw : 0 < w) (hk : 0 < k) (hf0 : 0 < f) (hf1 : f < 1) :
    ratio w f k ≤ (1 - √(1 - f)) / (1 + √(1 - f)) ∧
      (ratio w f k = (1 - √(1 - f)) / (1 + √(1 - f)) ↔ w = k) := by
  -- the value at the maximum
  have hs : √((k + k) ^ 2 - 4 * f * k * k) = 2 * k * √(1 - f) := by
    rw [show (k + k) ^ 2 - 4 * f * k * k = (2 * k) ^ 2 * (1 - f) by ring,
      Real.sqrt_mul (by positivity), Real.sqrt_sq (by positivity)]
  have hmax : ratio k f k = (1 - √(1 - f)) / (1 + √(1 - f)) := by
    unfold ratio slow fast
    rw [hs, show (k + k - 2 * k * √(1 - f)) / 2 = k * (1 - √(1 - f)) by ring,
      show (k + k + 2 * k * √(1 - f)) / 2 = k * (1 + √(1 - f)) by ring,
      mul_div_mul_left _ _ hk.ne']
  rw [← hmax]
  by_cases h : w = k
  · subst h
    exact ⟨le_rfl, by simp⟩
  · have hlt := separation_worst_at_mid_falloff hw hk hf0 hf1 h
    exact ⟨hlt.le, fun e => absurd e hlt.ne, fun e => absurd e h⟩

end

end TwoLevelFallOff
```

```lean
#print axioms TwoLevelFallOff.isDecayConstant_iff
-- 'TwoLevelFallOff.isDecayConstant_iff' depends on axioms: [propext, Classical.choice, Quot.sound]
#print axioms TwoLevelFallOff.slow_bounds
-- 'TwoLevelFallOff.slow_bounds' depends on axioms: [propext, Classical.choice, Quot.sound]
#print axioms TwoLevelFallOff.ratio_rises_then_falls
-- 'TwoLevelFallOff.ratio_rises_then_falls' depends on axioms: [propext, Classical.choice, Quot.sound]
#print axioms TwoLevelFallOff.ratio_le_sharp
-- 'TwoLevelFallOff.ratio_le_sharp' depends on axioms: [propext, Classical.choice, Quot.sound]
```

## What the definitions and theorems say

`rateMatrix w f k` is the matrix J in dp/dt = Jp, with index `0` for the lower level and `1` for the upper. `IsDecayConstant w f k l` says that some nonzero real vector p satisfies Jp = −l p, so decay constants are eigenvalues of −J. The components of p may have either sign, as a relaxation mode requires. The time-dependent solution itself does not appear.

`slow` and `fast` are the closed forms of l₁ and l₂, and `ratio` is their quotient. `isDecayConstant_iff` identifies the decay constants as exactly these two numbers, and `roots_spec` gives their sum, product and ordering.

`ratio_rises_then_falls` states strict increase on 0 < w ≤ k and strict decrease on w ≥ k. `separation_worst_at_mid_falloff` says that any positive w other than k gives a smaller ratio than w = k, and `ratio_le_sharp` adds the bound and its equality case.

Separation is measured by the quotient l₁/l₂, not by the difference l₂ − l₁, and f and k are held fixed while w varies. The model has no return from products and no loss from the lower level. It also has only one level without loss, and the good separation at low pressure depends on that. Split the lower level into two, and let every collision, at rate w, redistribute the population according to the loss-free equilibrium, as it does in the two-level model. The constants l₁ and l₂ remain, but a mode that shifts population between the two lower levels decays with constant w, which lies between them. The ratio to watch is now l₁/w = fk/l₂, which grows towards f as w goes to zero, so low pressure is the worst case there. The position of the maximum found here should therefore not be carried over to a master equation with many levels.

## From the quadratic to the maximum in Lean

`rateMatrix_mulVec` writes out the right-hand sides of the two rate equations. In `roots_spec`, `nlinarith` obtains the positive discriminant from the square (w−k)², and the product relation follows by squaring the square root of the discriminant.

For `isDecayConstant_iff`, the forward direction differs slightly from the derivation above: `linear_combination` eliminates each population in turn, leaving the quadratic times p₀ and times p₁ equal to zero. As p is nonzero, the quadratic vanishes, and it factors through the two roots. The converse uses the vector (w(1−f), wf − l) found above.

`slow_bounds` compares |w−k| with the square root to put `fast` above w and k, then multiplies by `slow` and cancels.

In `ratio_lt_iff`, `generalize` replaces the four roots by the letters a, b, c, d, so that only their sums, products and ordering remain. The `calc` block is the factorisation, and `div_lt_div_iff₀` cross-multiplies the two ratios.

The monotonicity theorem reads off the sign of k² − wv on each side of k. For the strict maximum, setting v = k turns the criterion into k(k−w)² > 0. `ratio_le_sharp` evaluates the ratio at w = k and treats w = k and w ≠ k separately.
